# Casida's response equations have real, nonzero frequencies when A + B and A − B are positive definite

A molecule with one occupied and one empty orbital is driven by a weak oscillating field. Its density responds through an excitation amplitude $x$ and a de-excitation amplitude $y$. The molecule can oscillate without the drive only at special frequencies $w$. Suppose that, in some unit of energy with $\hbar=1$, these free oscillations satisfy

$$5x+3y=wx,\qquad 3x+5y=-wy .$$

Adding and subtracting the two equations gives

$$8(x+y)=w(x-y),\qquad 2(x-y)=w(x+y),$$

and therefore $16(x+y)=w^2(x+y)$. If $x+y$ were zero, the second equation would make $x-y$ zero too, and nothing would oscillate. So $w=\pm4$. At $w=4$ the amplitudes are in the ratio $x:y=3:-1$. The frequency is real because 8 and 2 are both positive.

With many orbital pairs, the numbers 5 and 3 become real matrices $A$ and $B$, and $x$, $y$ become complex vectors $X$, $Y$:

$$AX+BY=wX,\qquad BX+AY=-wY .$$

Eliminating the difference $X-Y$ still leaves an equation for the sum $X+Y$ alone, but its matrix $(A-B)(A+B)$ is in general not symmetric, so the reality of $w$ needs an argument of its own. It comes from two quadratic forms.

## Amplitudes, matrices and the excitation norm

The finite index type `n` labels the occupied–virtual orbital pairs.

```lean
import Mathlib

open Matrix

namespace CasidaResponse

variable {n : Type*} [Fintype n]
```

The matrices are real and the amplitudes complex, so each matrix entry is first read as a complex number.

```lean
/-- A real matrix regarded as a complex matrix, so that it acts on complex amplitudes. -/
def complexify (M : Matrix n n ℝ) : Matrix n n ℂ := M.map Complex.ofReal
```

`CasidaEq A B w X Y` states the two response equations. Here `*ᵥ` is a matrix acting on a vector and `•` is multiplication by a scalar. The letter `w` stands for the frequency usually written $\omega$. It is an arbitrary complex number at this stage, so its reality is not built into the definition.

```lean
/-- The response equations `A X + B Y = w X` and `B X + A Y = -w Y` for the
amplitudes `X`, `Y` at frequency `w`. -/
def CasidaEq (A B : Matrix n n ℝ) (w : ℂ) (X Y : n → ℂ) : Prop :=
  complexify A *ᵥ X + complexify B *ᵥ Y = w • X ∧
    complexify B *ᵥ X + complexify A *ᵥ Y = -(w • Y)
```

The natural normalisation of a response vector is indefinite:

$$N=\sum_i\left(|X_i|^2-|Y_i|^2\right).$$

For $X=3$, $Y=-1$ this gives $N=8$, so the amplitudes normalised to $N=1$ are $3/\sqrt8$ and $-1/\sqrt8$. The theorems use unnormalised amplitudes.

```lean
/-- The excitation norm: the sum of `|X i|² - |Y i|²` over all components. -/
def excitationNorm (X Y : n → ℂ) : ℝ :=
  ∑ i, (Complex.normSq (X i) - Complex.normSq (Y i))
```

## Rewriting in terms of sum and difference

Put $u=X+Y$ and $v=X-Y$. Adding the response equations gives $(A+B)(X+Y)=w(X-Y)$, and subtracting the second from the first gives $(A-B)(X-Y)=w(X+Y)$. Thus

$$(A+B)u=wv,\qquad (A-B)v=wu .$$

Half the sum and half the difference of these two equations return the original pair, so the two forms are equivalent for any real $A$ and $B$. In the proof, each `linear_combination` names the combination just described, and `module` checks the vector algebra.

```lean
/-- The response equations are equivalent to two equations that couple the sum
`X + Y` and the difference `X - Y` through `A + B` and `A - B`. -/
theorem casidaEq_iff_sum_diff (A B : Matrix n n ℝ) (w : ℂ) (X Y : n → ℂ) :
    CasidaEq A B w X Y ↔
      complexify (A + B) *ᵥ (X + Y) = w • (X - Y) ∧
        complexify (A - B) *ᵥ (X - Y) = w • (X + Y) := by
  have ha : complexify (A + B) = complexify A + complexify B :=
    Matrix.ext fun i j => by simp [complexify]
  have hs : complexify (A - B) = complexify A - complexify B :=
    Matrix.ext fun i j => by simp [complexify]
  rw [ha, hs]
  simp only [CasidaEq, Matrix.add_mulVec, Matrix.sub_mulVec, Matrix.mulVec_add,
    Matrix.mulVec_sub]
  constructor
  · rintro ⟨h1, h2⟩
    constructor
    · linear_combination (norm := module) h1 + h2
    · linear_combination (norm := module) h1 - h2
  · rintro ⟨h1, h2⟩
    constructor
    · linear_combination (norm := module) (1 / 2 : ℂ) • h1 + (1 / 2 : ℂ) • h2
    · linear_combination (norm := module) (1 / 2 : ℂ) • h1 - (1 / 2 : ℂ) • h2
```

## Real quadratic forms on complex amplitudes

Let $M$ be real and symmetric, and write $z=p+iq$ with real vectors $p$ and $q$. Then

$$z^\dagger Mz=p^TMp+q^TMq+i\left(p^TMq-q^TMp\right),$$

and symmetry makes the last bracket zero. In Lean, `⬝ᵥ` is the dot product without conjugation, so `star z` supplies the complex conjugate. The facts `hre` and `him` say that $M$ acts separately on the real and imaginary parts, and `hs` is the equality of the cross terms.

```lean
/-- For a real symmetric matrix the quadratic form of a complex vector is real: it is
the sum of the forms of the real and imaginary parts. -/
theorem quadForm_eq {M : Matrix n n ℝ} (hM : Mᵀ = M) (z : n → ℂ) :
    star z ⬝ᵥ (complexify M *ᵥ z) =
      (((fun i => (z i).re) ⬝ᵥ (M *ᵥ fun i => (z i).re) +
        (fun i => (z i).im) ⬝ᵥ (M *ᵥ fun i => (z i).im) : ℝ) : ℂ) := by
  have hre : ∀ i, ((complexify M *ᵥ z) i).re = (M *ᵥ fun j => (z j).re) i := by
    intro i
    simp [complexify, Matrix.mulVec, dotProduct]
  have him : ∀ i, ((complexify M *ᵥ z) i).im = (M *ᵥ fun j => (z j).im) i := by
    intro i
    simp [complexify, Matrix.mulVec, dotProduct]
  -- symmetry makes the two cross terms equal
  have hs : (fun i => (z i).re) ⬝ᵥ (M *ᵥ fun i => (z i).im) =
      (fun i => (z i).im) ⬝ᵥ (M *ᵥ fun i => (z i).re) := by
    rw [Matrix.dotProduct_mulVec, ← Matrix.mulVec_transpose, hM, dotProduct_comm]
  apply Complex.ext
  · simp only [dotProduct, Complex.re_sum, Pi.star_apply, Complex.mul_re, hre, him,
      Complex.star_def, Complex.conj_re, Complex.conj_im, Complex.ofReal_re]
    rw [← Finset.sum_add_distrib]
    exact Finset.sum_congr rfl fun i _ => by ring
  · rw [Complex.ofReal_im, ← sub_eq_zero.mpr hs]
    simp only [dotProduct, Complex.im_sum, Pi.star_apply, Complex.mul_im, hre, him,
      Complex.star_def, Complex.conj_re, Complex.conj_im]
    rw [← Finset.sum_sub_distrib]
    exact Finset.sum_congr rfl fun i _ => by ring
```

If $M$ is also positive definite, both remaining terms are nonnegative. Their sum vanishes only if $p=q=0$, that is, only if $z=0$. Mathlib's `PosDef` includes symmetry, which the proof extracts as `hS` before applying the real inequality to $p$ and $q$ in turn.

```lean
/-- The quadratic form of a real positive definite matrix on complex vectors is real
and nonnegative, and it vanishes only on the zero vector. -/
theorem quadForm_pos {M : Matrix n n ℝ} (hM : M.PosDef) (z : n → ℂ) :
    (star z ⬝ᵥ (complexify M *ᵥ z)).im = 0 ∧
      0 ≤ (star z ⬝ᵥ (complexify M *ᵥ z)).re ∧
      ((star z ⬝ᵥ (complexify M *ᵥ z)).re = 0 → z = 0) := by
  have hS : Mᵀ = M := by
    have h := hM.isHermitian.eq
    rwa [Matrix.conjTranspose_eq_transpose_of_trivial] at h
  have hn : ∀ x : n → ℝ, 0 ≤ x ⬝ᵥ (M *ᵥ x) := fun x => by
    have h := hM.posSemidef.dotProduct_mulVec_nonneg x
    rwa [star_trivial] at h
  have hz : ∀ x : n → ℝ, x ⬝ᵥ (M *ᵥ x) = 0 → x = 0 := fun x h0 => by
    by_contra hx
    have h := hM.dotProduct_mulVec_pos hx
    rw [star_trivial] at h
    linarith
  have h1 := hn fun i => (z i).re
  have h2 := hn fun i => (z i).im
  rw [quadForm_eq hS z, Complex.ofReal_im, Complex.ofReal_re]
  refine ⟨rfl, add_nonneg h1 h2, fun h => ?_⟩
  have e1 := hz (fun i => (z i).re) (by linarith)
  have e2 := hz (fun i => (z i).im) (by linarith)
  funext i
  exact Complex.ext (congrFun e1 i) (congrFun e2 i)
```

## The sign of the norm fixes the sign of the frequency

Apply the two forms to a solution of the response equations. From the sum and difference equations,

$$u^\dagger(A+B)u+v^\dagger(A-B)v=w\left(u^\dagger v+v^\dagger u\right).$$

Expanding the bracket, the mixed terms in $X$ and $Y$ cancel:

$$(X+Y)^\dagger(X-Y)+(X-Y)^\dagger(X+Y)=2\left(X^\dagger X-Y^\dagger Y\right)=2N .$$

So the sum of the two forms equals $2Nw$. That sum is real and nonnegative. If it were zero, both forms would vanish, giving $u=v=0$ and hence $X=Y=0$, which is excluded. Therefore

$$N\,\mathrm{Re}\,w>0,\qquad N\,\mathrm{Im}\,w=0 .$$

The first relation shows $N\neq0$, and the second then gives $\mathrm{Im}\,w=0$. Solutions with positive norm have positive frequency, and those with negative norm have negative frequency.

The identity is called `key` in the proof, and `kre` and `kim` are its real and imaginary parts. The hypothesis `h0` says that $X$ and $Y$ are not both zero.

```lean
/-- If `A + B` and `A - B` are positive definite, a nonzero solution of the response
equations has a real frequency, whose product with the excitation norm is positive. -/
theorem frequency_mul_norm_pos {A B : Matrix n n ℝ} {w : ℂ} {X Y : n → ℂ}
    (hP : (A + B).PosDef) (hM : (A - B).PosDef) (h : CasidaEq A B w X Y)
    (h0 : X ≠ 0 ∨ Y ≠ 0) : w.im = 0 ∧ 0 < w.re * excitationNorm X Y := by
  obtain ⟨h1, h2⟩ := (casidaEq_iff_sum_diff A B w X Y).mp h
  obtain ⟨pi, pn, pz⟩ := quadForm_pos hP (X + Y)
  obtain ⟨qi, qn, qz⟩ := quadForm_pos hM (X - Y)
  -- the two quadratic forms add up to the frequency times twice the norm
  have key : star (X + Y) ⬝ᵥ (complexify (A + B) *ᵥ (X + Y)) +
      star (X - Y) ⬝ᵥ (complexify (A - B) *ᵥ (X - Y)) =
      ((2 * excitationNorm X Y : ℝ) : ℂ) * w := by
    rw [h1, h2]
    simp only [excitationNorm, dotProduct, Complex.ofReal_mul, Complex.ofReal_sum,
      Finset.mul_sum, Finset.sum_mul, ← Finset.sum_add_distrib]
    refine Finset.sum_congr rfl fun i _ => ?_
    simp only [Pi.star_apply, Pi.add_apply, Pi.sub_apply, Pi.smul_apply, smul_eq_mul,
      star_add, star_sub, Complex.ofReal_sub, Complex.normSq_eq_conj_mul_self,
      Complex.star_def, Complex.ofReal_ofNat]
    ring
  have kre := congrArg Complex.re key
  have kim := congrArg Complex.im key
  rw [Complex.add_re, Complex.re_ofReal_mul] at kre
  rw [Complex.add_im, Complex.im_ofReal_mul, pi, qi, add_zero] at kim
  have hpos : 0 < w.re * excitationNorm X Y := by
    by_contra hneg
    have hu := pz (by linarith)
    have hv := qz (by linarith)
    have hX : X = 0 := by
      linear_combination (norm := module) (1 / 2 : ℂ) • hu + (1 / 2 : ℂ) • hv
    have hY : Y = 0 := by
      linear_combination (norm := module) (1 / 2 : ℂ) • hu - (1 / 2 : ℂ) • hv
    exact h0.elim (fun k => k hX) (fun k => k hY)
  have hN : excitationNorm X Y ≠ 0 := fun hN => by simp [hN] at hpos
  exact ⟨(mul_eq_zero.mp kim.symm).resolve_left (mul_ne_zero two_ne_zero hN), hpos⟩
```

## The reduced eigenvalue problem

Apply $A-B$ to the equation $(A+B)u=wv$ and use $(A-B)v=wu$:

$$(A-B)(A+B)u=w(A-B)v=w^2u .$$

To call $u$ an eigenvector we also need $u\neq0$. If $u=0$, then $Y=-X$ and $N=0$, which contradicts $N\,\mathrm{Re}\,w>0$. The same inequality excludes $w=0$.

The theorem `casida_reduction` collects these results. Its hypotheses `hP` and `hM` say that $A+B$ and $A-B$ are positive definite, and together they make $A$ and $B$ themselves symmetric. Its conclusion has four parts: the eigenvalue equation, $X+Y\neq0$, the reality of $w$ in the form `w.im = 0`, and $w\neq0$.

For real orbitals, the two positivity conditions express the stability of the reference state: its energy rises to second order under small real and small imaginary orbital rotations. The step from a molecule to these equations, namely linearising its time-dependent Hartree–Fock or Kohn–Sham equations, is taken as given. In a finite basis with real orbitals and a frequency-independent kernel, the result lets a response calculation find excitation energies from a matrix of half the original dimension. Casida's equation is often written with the symmetric matrix $(A-B)^{1/2}(A+B)(A-B)^{1/2}$; the theorem uses the unsymmetrised product and needs no matrix square root.

```lean
/-- If `A + B` and `A - B` are positive definite and `X`, `Y`, not both zero, solve the response
equations at frequency `w`, then `X + Y` is an eigenvector of `(A - B)(A + B)` with eigenvalue `w²`,
and the frequency `w` is real and nonzero. -/
theorem casida_reduction {A B : Matrix n n ℝ} {w : ℂ} {X Y : n → ℂ}
    (hP : (A + B).PosDef) (hM : (A - B).PosDef) (h : CasidaEq A B w X Y)
    (h0 : X ≠ 0 ∨ Y ≠ 0) :
    (complexify (A - B) * complexify (A + B)) *ᵥ (X + Y) = w ^ 2 • (X + Y) ∧
      X + Y ≠ 0 ∧ w.im = 0 ∧ w ≠ 0 := by
  obtain ⟨h1, h2⟩ := (casidaEq_iff_sum_diff A B w X Y).mp h
  obtain ⟨hi, hpos⟩ := frequency_mul_norm_pos hP hM h h0
  refine ⟨?_, fun hu => ?_, hi, fun hw => ?_⟩
  · rw [← Matrix.mulVec_mulVec, h1, Matrix.mulVec_smul, h2, smul_smul, sq]
  · -- `Y = -X` would make the excitation norm vanish
    have hY : Y = -X := by linear_combination (norm := module) hu
    simp [excitationNorm, hY] at hpos
  · simp [hw] at hpos
```

## Paired frequencies and recovered amplitudes

Exchanging $X$ and $Y$ exchanges the two response equations and reverses the sign of $w$:

$$AY+BX=(-w)Y,\qquad BY+AX=-(-w)X .$$

Each excitation therefore has a de-excitation partner at the opposite frequency. This needs no positivity.

```lean
/-- Exchanging `X` and `Y` turns a solution at frequency `w` into one at `-w`. -/
theorem casidaEq_swap {A B : Matrix n n ℝ} {w : ℂ} {X Y : n → ℂ}
    (h : CasidaEq A B w X Y) : CasidaEq A B (-w) Y X := by
  obtain ⟨h1, h2⟩ := h
  constructor
  · linear_combination (norm := module) h2
  · linear_combination (norm := module) h1
```

The reduced problem can also be solved first and the amplitudes recovered afterwards. Suppose $(A-B)(A+B)Z=w^2Z$ with $w\neq0$. Set $u=Z$ and $v=w^{-1}(A+B)Z$. Then $(A+B)u=wv$ by construction, and

$$(A-B)v=w^{-1}(A-B)(A+B)Z=wZ=wu .$$

The amplitudes are $X=\tfrac12(u+v)$ and $Y=\tfrac12(u-v)$. Since $X+Y=Z$, a nonzero $Z$ gives amplitudes that are not both zero. In the proof, `hs` and `hd` recover $u$ and $v$ from these halves, and the equivalence proved earlier does the rest. Positivity is again not assumed.

```lean
/-- Conversely, a vector `Z` with `(A - B)(A + B) Z = w² Z` and `w ≠ 0` gives a solution
of the response equations, with `X` and `Y` equal to half of `Z ± w⁻¹ (A + B) Z`. -/
theorem casidaEq_of_reduced {A B : Matrix n n ℝ} {w : ℂ} {Z : n → ℂ} (hw : w ≠ 0)
    (h : (complexify (A - B) * complexify (A + B)) *ᵥ Z = w ^ 2 • Z) :
    CasidaEq A B w ((1 / 2 : ℂ) • (Z + w⁻¹ • (complexify (A + B) *ᵥ Z)))
      ((1 / 2 : ℂ) • (Z - w⁻¹ • (complexify (A + B) *ᵥ Z))) := by
  rw [casidaEq_iff_sum_diff]
  have hs : ∀ V : n → ℂ, (1 / 2 : ℂ) • (Z + V) + (1 / 2 : ℂ) • (Z - V) = Z :=
    fun V => by module
  have hd : ∀ V : n → ℂ, (1 / 2 : ℂ) • (Z + V) - (1 / 2 : ℂ) • (Z - V) = V :=
    fun V => by module
  rw [hs, hd]
  constructor
  · rw [smul_smul, mul_inv_cancel₀ hw, one_smul]
  · rw [Matrix.mulVec_smul, Matrix.mulVec_mulVec, h, smul_smul, sq,
      inv_mul_cancel_left₀ hw]
```

## One stable pair and one unstable pair

The opening example has $A+B=8$ and $A-B=2$, both positive. With $X=3$ and $Y=-1$ the response equations at $w=4$ read

$$15-3=12=4\cdot3,\qquad 9-5=4=-4\cdot(-1).$$

The proof writes the two $1\times1$ matrices as positive multiples of the identity and then checks this arithmetic.

```lean
/-- With one component, `A = 5` and `B = 3`, both `A + B` and `A - B` are positive
definite, and `X = 3`, `Y = -1` solve the response equations at `w = 4`. -/
theorem casida_reduction_witness :
    ((!![5] + !![3] : Matrix (Fin 1) (Fin 1) ℝ)).PosDef ∧
      ((!![5] - !![3] : Matrix (Fin 1) (Fin 1) ℝ)).PosDef ∧
      CasidaEq !![5] !![3] 4 ![3] ![-1] := by
  have hp : (!![5] + !![3] : Matrix (Fin 1) (Fin 1) ℝ) = (8 : ℝ) • 1 := by
    ext i j
    fin_cases i; fin_cases j; norm_num
  have hm : (!![5] - !![3] : Matrix (Fin 1) (Fin 1) ℝ) = (2 : ℝ) • 1 := by
    ext i j
    fin_cases i; fin_cases j; norm_num
  rw [hp, hm]
  refine ⟨Matrix.PosDef.one.smul (by norm_num), Matrix.PosDef.one.smul (by norm_num), ?_⟩
  constructor <;> funext i <;> fin_cases i <;>
    norm_num [complexify, Matrix.mulVec, dotProduct]
```

Now take $A=0$ and $B=1$. Then $A+B=1$ is positive, but $A-B=-1$, and the reduced equation gives $w^2=-1$. The amplitudes $X=1$, $Y=i$ solve the response equations at $w=i$:

$$0+i=i\cdot1,\qquad 1+0=-i\cdot i .$$

Their norm is $N=1-1=0$, so the relation $N\,\mathrm{Im}\,w=0$ no longer forces $w$ to be real. Exchanging the amplitudes gives a partner at $w=-i$, and one of the two describes a perturbation that grows exponentially in time, the mark of an unstable reference state. Positive definiteness of $A+B$ is thus not enough for a real frequency, even when $A-B$ is symmetric and invertible.

```lean
/-- Positive definiteness of `A + B` alone does not make the frequency real: with one
component, `A = 0` and `B = 1`, the amplitudes `X = 1`, `Y = i` solve the response
equations at `w = i`. -/
theorem imaginary_frequency :
    ((!![0] + !![1] : Matrix (Fin 1) (Fin 1) ℝ)).PosDef ∧
      CasidaEq !![0] !![1] Complex.I ![1] ![Complex.I] := by
  have hp : (!![0] + !![1] : Matrix (Fin 1) (Fin 1) ℝ) = 1 := by
    ext i j
    fin_cases i; fin_cases j; norm_num
  rw [hp]
  refine ⟨Matrix.PosDef.one, ?_⟩
  constructor <;> funext i <;> fin_cases i <;>
    simp [complexify, Matrix.mulVec, dotProduct]

end CasidaResponse
```

```lean
#print axioms CasidaResponse.casida_reduction
#print axioms CasidaResponse.casidaEq_swap
#print axioms CasidaResponse.casidaEq_of_reduced
#print axioms CasidaResponse.imaginary_frequency
```

```
'CasidaResponse.casida_reduction' depends on axioms: [propext, Classical.choice, Quot.sound]
'CasidaResponse.casidaEq_swap' depends on axioms: [propext, Classical.choice, Quot.sound]
'CasidaResponse.casidaEq_of_reduced' depends on axioms: [propext, Classical.choice, Quot.sound]
'CasidaResponse.imaginary_frequency' depends on axioms: [propext, Classical.choice, Quot.sound]
```
